# An upper bound on the paramagnetic sum near axial symmetry for a gapped finite-dimensional Hamiltonian

Neglecting the paramagnetic sum over states, for a magnetic field along the axis of a slightly distorted axial molecule, calls for an estimate of the neglected term. The Lean file below bounds that sum for a finite-dimensional Hamiltonian with a gap above the reference state, and the bound carries the square of the distortion strength.

```lean
import Mathlib

open scoped InnerProductSpace

namespace NearAxialParamagnetism

noncomputable section

variable {ι E : Type*} [Fintype ι] [DecidableEq ι]
  [NormedAddCommGroup E] [InnerProductSpace ℂ E]

/-- The commutator `[A, B] = AB - BA` of two operators. -/
def comm (A B : E →ₗ[ℂ] E) : E →ₗ[ℂ] E := A ∘ₗ B - B ∘ₗ A

/-- The Hamiltonian `H0 + t V`: an axial part `H0` and a distortion `V` of real strength `t`. -/
def distorted (H0 V : E →ₗ[ℂ] E) (t : ℝ) : E →ₗ[ℂ] E := H0 + (t : ℂ) • V

/-- The paramagnetic sum over states `∑ |⟨u n, L u o⟩|² / (e n - e o)` over all `n ≠ o`,
for energies with `e n ≠ e o` whenever `n ≠ o`. -/
def paramagneticSum (u : OrthonormalBasis ι ℂ E) (e : ι → ℝ) (o : ι)
    (L : E →ₗ[ℂ] E) : ℝ :=
  ∑ n ∈ Finset.univ.erase o, ‖⟪u n, L (u o)⟫_ℂ‖ ^ 2 / (e n - e o)

/-- If `L` commutes with the axial Hamiltonian `H0`, then `[H0 + t V, L] = t [V, L]`. -/
theorem comm_distorted {H0 L : E →ₗ[ℂ] E} (V : E →ₗ[ℂ] E) (hc : comm H0 L = 0) (t : ℝ) :
    comm (distorted H0 V t) L = (t : ℂ) • comm V L := by
  have h : comm (distorted H0 V t) L = comm H0 L + (t : ℂ) • comm V L := by
    refine LinearMap.ext fun x => ?_
    simp only [comm, distorted, LinearMap.sub_apply, LinearMap.add_apply,
      LinearMap.smul_apply, LinearMap.comp_apply, map_add, map_smul]
    module
  rw [h, hc, zero_add]

omit [DecidableEq ι] in
/-- For Hermitian `H0` and `V`, with `L` commuting with `H0`, the matrix elements of `L` between
eigenstates of `H0 + t V` obey `(e n - e o) ⟨u n, L u o⟩ = t ⟨u n, [V, L] u o⟩`. -/
theorem gap_mul_matrix_element {H0 V L : E →ₗ[ℂ] E} {t : ℝ}
    (hH0 : H0.IsSymmetric) (hV : V.IsSymmetric) (hc : comm H0 L = 0)
    (u : OrthonormalBasis ι ℂ E) (e : ι → ℝ)
    (hu : ∀ n, distorted H0 V t (u n) = (e n : ℂ) • u n) (n o : ι) :
    ((e n - e o : ℝ) : ℂ) * ⟪u n, L (u o)⟫_ℂ = (t : ℂ) * ⟪u n, comm V L (u o)⟫_ℂ := by
  have hsym : ∀ x y, ⟪distorted H0 V t x, y⟫_ℂ = ⟪x, distorted H0 V t y⟫_ℂ := by
    intro x y
    simp only [distorted, LinearMap.add_apply, LinearMap.smul_apply, inner_add_left,
      inner_add_right, inner_smul_left, inner_smul_right, Complex.conj_ofReal,
      hH0 x y, hV x y]
  -- the Hamiltonian acts to the left on `u n` and to the right on `u o`
  have hleft : ⟪u n, distorted H0 V t (L (u o))⟫_ℂ = (e n : ℂ) * ⟪u n, L (u o)⟫_ℂ := by
    rw [← hsym, hu, inner_smul_left, Complex.conj_ofReal]
  have hright : L (distorted H0 V t (u o)) = (e o : ℂ) • L (u o) := by
    rw [hu, map_smul]
  have h1 : ⟪u n, comm (distorted H0 V t) L (u o)⟫_ℂ
      = (t : ℂ) * ⟪u n, comm V L (u o)⟫_ℂ := by
    rw [comm_distorted V hc, LinearMap.smul_apply, inner_smul_right]
  rw [← h1]
  change _ = ⟪u n, distorted H0 V t (L (u o)) - L (distorted H0 V t (u o))⟫_ℂ
  rw [inner_sub_right, hleft, hright, inner_smul_right]
  push_cast
  ring

/-- Sum rule: for Hermitian `H0` and `V`, with `L` commuting with `H0`, the strengths
`|⟨u n, L u o⟩|²` in an eigenbasis of `H0 + t V`, weighted by the squared excitation energies,
add up to `t² ‖[V, L] u o‖²`. -/
theorem squared_gap_sum_rule {H0 V L : E →ₗ[ℂ] E} {t : ℝ}
    (hH0 : H0.IsSymmetric) (hV : V.IsSymmetric) (hc : comm H0 L = 0)
    (u : OrthonormalBasis ι ℂ E) (e : ι → ℝ)
    (hu : ∀ n, distorted H0 V t (u n) = (e n : ℂ) • u n) (o : ι) :
    ∑ n ∈ Finset.univ.erase o, (e n - e o) ^ 2 * ‖⟪u n, L (u o)⟫_ℂ‖ ^ 2
      = t ^ 2 * ‖comm V L (u o)‖ ^ 2 := by
  have hterm : ∀ n, (e n - e o) ^ 2 * ‖⟪u n, L (u o)⟫_ℂ‖ ^ 2
      = t ^ 2 * ‖⟪u n, comm V L (u o)⟫_ℂ‖ ^ 2 := by
    intro n
    have h := congrArg (fun z : ℂ => ‖z‖ ^ 2)
      (gap_mul_matrix_element hH0 hV hc u e hu n o)
    simpa only [norm_mul, Complex.norm_real, Real.norm_eq_abs, mul_pow, sq_abs] using h
  -- the term `n = o` has zero weight, so Parseval's identity applies to the full sum
  have hfull := Finset.add_sum_erase Finset.univ
    (fun n => (e n - e o) ^ 2 * ‖⟪u n, L (u o)⟫_ℂ‖ ^ 2) (Finset.mem_univ o)
  have hzero : (e o - e o) ^ 2 * ‖⟪u o, L (u o)⟫_ℂ‖ ^ 2 = 0 := by ring
  rw [← u.sum_sq_norm_inner_right (comm V L (u o)), Finset.mul_sum,
    ← Finset.sum_congr rfl (fun n _ => hterm n)]
  linarith

/-- Near axial symmetry the paramagnetic sum is at most `t² ‖[V, L] u o‖² / g³`, for Hermitian
`H0` and `V`, `L` commuting with `H0`, and an eigenbasis of `H0 + t V` whose excitation energies
from `u o` are at least `g > 0`. -/
theorem paramagneticSum_le {H0 V L : E →ₗ[ℂ] E} {t g : ℝ}
    (hH0 : H0.IsSymmetric) (hV : V.IsSymmetric) (hc : comm H0 L = 0)
    (u : OrthonormalBasis ι ℂ E) (e : ι → ℝ)
    (hu : ∀ n, distorted H0 V t (u n) = (e n : ℂ) • u n) (o : ι)
    (hg : 0 < g) (hgap : ∀ n, n ≠ o → g ≤ e n - e o) :
    paramagneticSum u e o L ≤ t ^ 2 * ‖comm V L (u o)‖ ^ 2 / g ^ 3 := by
  rw [← squared_gap_sum_rule hH0 hV hc u e hu o, Finset.sum_div]
  refine Finset.sum_le_sum fun n hn => ?_
  have hd := hgap n (Finset.ne_of_mem_erase hn)
  have hp : g ^ 3 ≤ (e n - e o) ^ 3 := pow_le_pow_left₀ hg.le hd 3
  rw [div_le_div_iff₀ (hg.trans_le hd) (pow_pos hg 3)]
  have := mul_le_mul_of_nonneg_left hp (sq_nonneg ‖⟪u n, L (u o)⟫_ℂ‖)
  linarith

/-- The paramagnetic sum is at least `t² ‖[V, L] u o‖² / G³`, for Hermitian `H0` and `V`, `L`
commuting with `H0`, and an eigenbasis of `H0 + t V` whose excitation energies from `u o` are all
positive and at most `G`. -/
theorem le_paramagneticSum {H0 V L : E →ₗ[ℂ] E} {t G : ℝ}
    (hH0 : H0.IsSymmetric) (hV : V.IsSymmetric) (hc : comm H0 L = 0)
    (u : OrthonormalBasis ι ℂ E) (e : ι → ℝ)
    (hu : ∀ n, distorted H0 V t (u n) = (e n : ℂ) • u n) (o : ι)
    (hgap : ∀ n, n ≠ o → 0 < e n - e o ∧ e n - e o ≤ G) :
    t ^ 2 * ‖comm V L (u o)‖ ^ 2 / G ^ 3 ≤ paramagneticSum u e o L := by
  rw [← squared_gap_sum_rule hH0 hV hc u e hu o, Finset.sum_div]
  refine Finset.sum_le_sum fun n hn => ?_
  obtain ⟨hd, hG⟩ := hgap n (Finset.ne_of_mem_erase hn)
  have hp : (e n - e o) ^ 3 ≤ G ^ 3 := pow_le_pow_left₀ hd.le hG 3
  rw [div_le_div_iff₀ (pow_pos (hd.trans_le hG) 3) hd]
  have := mul_le_mul_of_nonneg_left hp (sq_nonneg ‖⟪u n, L (u o)⟫_ℂ‖)
  linarith

/-- When every other level lies above `e o`, the paramagnetic sum vanishes exactly if `u o` is an
eigenvector of `L`. -/
theorem paramagneticSum_eq_zero_iff (u : OrthonormalBasis ι ℂ E) (e : ι → ℝ) (o : ι)
    (L : E →ₗ[ℂ] E) (hgap : ∀ n, n ≠ o → e o < e n) :
    paramagneticSum u e o L = 0 ↔ ∃ m : ℂ, L (u o) = m • u o := by
  constructor
  · intro h
    have hpos : ∀ n ∈ Finset.univ.erase o,
        0 ≤ ‖⟪u n, L (u o)⟫_ℂ‖ ^ 2 / (e n - e o) := fun n hn =>
      div_nonneg (sq_nonneg _) (sub_pos.mpr (hgap n (Finset.ne_of_mem_erase hn))).le
    have hz := (Finset.sum_eq_zero_iff_of_nonneg hpos).mp h
    refine ⟨⟪u o, L (u o)⟫_ℂ, ?_⟩
    -- only the component along `u o` survives in the expansion of `L u o`
    refine (u.sum_repr' (L (u o))).symm.trans
      (Finset.sum_eq_single o (fun n _ hn => ?_) (fun ho => absurd (Finset.mem_univ o) ho))
    have h0 := hz n (Finset.mem_erase.mpr ⟨hn, Finset.mem_univ n⟩)
    have h1 := (div_eq_zero_iff.mp h0).resolve_right (sub_pos.mpr (hgap n hn)).ne'
    rw [norm_eq_zero.mp (pow_eq_zero_iff two_ne_zero |>.mp h1), zero_smul]
  · rintro ⟨m, hm⟩
    refine Finset.sum_eq_zero fun n hn => ?_
    rw [hm, inner_smul_right, u.orthonormal.2 (Finset.ne_of_mem_erase hn)]
    simp

/-- The operator on a two-level system given by a 2 × 2 matrix. -/
def op (A : Matrix (Fin 2) (Fin 2) ℂ) :
    EuclideanSpace ℂ (Fin 2) →ₗ[ℂ] EuclideanSpace ℂ (Fin 2) where
  toFun x := WithLp.toLp 2 (A.mulVec x.ofLp)
  map_add' x y := by ext i; simp [Matrix.mulVec_add]
  map_smul' c x := by ext i; simp [Matrix.mulVec_smul]

/-- A two-level system with `H0 = L = σx`, `V = diag(0, 1) - σx` and `t = g = 1` meets all
hypotheses of the upper bound and attains it, with paramagnetic sum 1. -/
theorem paramagneticSum_le_witness :
    let H0 := op !![0, 1; 1, 0]
    let V := op !![0, -1; -1, 1]
    let u := EuclideanSpace.basisFun (Fin 2) ℂ
    let e : Fin 2 → ℝ := ![0, 1]
    H0.IsSymmetric ∧ V.IsSymmetric ∧ comm H0 H0 = 0 ∧
      (∀ n, distorted H0 V 1 (u n) = (e n : ℂ) • u n) ∧
      (∀ n, n ≠ 0 → 1 ≤ e n - e 0) ∧
      paramagneticSum u e 0 H0 = 1 ∧
      (1 : ℝ) ^ 2 * ‖comm V H0 (u 0)‖ ^ 2 / 1 ^ 3 = 1 := by
  intro H0 V u e
  have hL : H0 (u 0) = u 1 := by
    ext i
    fin_cases i <;> simp [H0, u, op, dotProduct, Fin.sum_univ_two]
  have hC : comm V H0 (u 0) = u 1 := by
    ext i
    fin_cases i <;> simp [H0, V, u, comm, op, dotProduct, Fin.sum_univ_two]
  have hn : ‖u 1‖ = 1 := u.orthonormal.1 1
  refine ⟨?_, ?_, sub_self _, ?_, ?_, ?_, ?_⟩
  · intro x y
    simp [H0, op, PiLp.inner_apply, dotProduct, Fin.sum_univ_two]
    ring
  · intro x y
    simp [V, op, PiLp.inner_apply, dotProduct, Fin.sum_univ_two]
    ring
  · intro n
    ext i
    fin_cases n <;> fin_cases i <;>
      simp [H0, V, u, e, distorted, op, dotProduct, Fin.sum_univ_two]
  · intro n h
    fin_cases n
    · exact absurd rfl h
    · simp [e]
  · have hs : (Finset.univ.erase (0 : Fin 2)) = {1} := by decide
    rw [paramagneticSum, hs, Finset.sum_singleton, hL, inner_self_eq_norm_sq_to_K, hn]
    simp [e]
  · rw [hC, hn]
    norm_num

end

end NearAxialParamagnetism
```

```lean
#print axioms NearAxialParamagnetism.paramagneticSum_le
#print axioms NearAxialParamagnetism.le_paramagneticSum
#print axioms NearAxialParamagnetism.paramagneticSum_eq_zero_iff
```

```
'NearAxialParamagnetism.paramagneticSum_le' depends on axioms: [propext, Classical.choice, Quot.sound]
'NearAxialParamagnetism.le_paramagneticSum' depends on axioms: [propext, Classical.choice, Quot.sound]
'NearAxialParamagnetism.paramagneticSum_eq_zero_iff' depends on axioms: [propext, Classical.choice, Quot.sound]
```

## The bound and its hypotheses

Let H0 and V be Hermitian operators, t a real number and L a linear operator that commutes with H0. The distorted Hamiltonian is

H = H0 + tV.

It has an orthonormal eigenbasis u_n with real energies e_n. One index, o, marks the reference state, and every other energy satisfies e_n − e_o ≥ g with g > 0. The theorem `paramagneticSum_le` states that

Σ_{n≠o} |⟨u_n, L u_o⟩|² / (e_n − e_o) ≤ t² ‖[V, L] u_o‖² / g³.

In the file, H is `distorted H0 V t`, the commutator AB − BA is `comm A B`, and the left-hand side is `paramagneticSum u e o L`. The type `E` is the state space. The eigenbasis is an `OrthonormalBasis ι ℂ E` with a finite index type `ι`, which makes the space finite-dimensional. The hypothesis `hu` is the eigenvalue equation, `hc` says that L commutes with H0, and `hgap` is the gap condition. Hermiticity of H0 and V appears as `IsSymmetric`, which lets an operator move from one side of the inner product to the other. The inner product is conjugate-linear in its first argument.

L need not be Hermitian, although the angular momentum in the application is.

## Angular momentum along a nearly preserved axis

Take L to be the orbital angular momentum along the axis, in units of ħ. In the absence of spin–orbit coupling, [H0, L] = 0 expresses the axial symmetry of the undistorted system, and tV is the part of the Hamiltonian that breaks it. In a finite many-electron model with a nondegenerate ground state u_o, a field B along the axis lowers the energy at second order by (μ_B B)² times the sum, where μ_B is the Bohr magneton. This is the orbital paramagnetic contribution; the diamagnetic term is separate. A magnetic shielding pairs L with a different operator at the nucleus, so it is not given by this sum alone.

The number g stands for the lowest excitation energy of the distorted system, or any positive lower bound on it. Both g and u_o may change with t. If V is fixed and one g serves for all small t, the right-hand side is at most a constant times t², because ‖[V, L] u_o‖ never exceeds the operator norm of [V, L]. When the distortion moves the nuclei, the Hamiltonian is in general not linear in the displacement t, and V = (H − H0)/t itself depends on t. The theorem still holds at each t ≠ 0, but a t² estimate then also needs a bound on ‖[V, L] u_o‖ that serves for all small t.

A degenerate axial level behaves differently. Take a single electron in the two p orbitals perpendicular to the axis, and let a distortion split them by an energy t > 0. The reference state is the lower orbital. The angular momentum couples the two real orbitals with strength 1, so the sum is 1/t and grows as the distortion weakens. The bound allows for this, since g is then no larger than t.

The commutation hypothesis refers to the operators actually used. A basis set that is not closed under rotations about the axis can yield matrices for H0 and L that fail to commute. At t = 0 the right-hand side would then be zero while the sum could be positive. The eigenproblem is also an ordinary one, with no overlap operator. A problem with an overlap operator must first be brought to orthonormal form, and the hypotheses must then be checked for the transformed operators. For independent electrons, H and L are sums over the electrons, u_o is the Slater determinant of the lowest orbitals, and g can be the gap between the highest occupied and the lowest empty orbital, if that gap is positive. The theorem does not apply to each occupied orbital separately, because an orbital above the lowest one has other levels below it or degenerate with it.

## From the commutator to a sum rule

Since L commutes with H0, only the distortion contributes to its commutator with H:

[H, L] = [H0, L] + t[V, L] = t[V, L].

This is `comm_distorted`. Its proof applies both sides to an arbitrary vector, expands by linearity and then uses `hc`.

Next, take the matrix element between u_n and u_o. H is Hermitian because t is real, so it can act to the left on u_n, while in the second term it acts to the right on u_o:

⟨u_n, [H, L] u_o⟩ = ⟨H u_n, L u_o⟩ − ⟨u_n, L H u_o⟩

= (e_n − e_o) ⟨u_n, L u_o⟩.

Combining the two results gives

(e_n − e_o) ⟨u_n, L u_o⟩ = t ⟨u_n, [V, L] u_o⟩.

The theorem `gap_mul_matrix_element` follows the same route. In its proof, `hsym` is the Hermiticity of H, `hleft` and `hright` are its two actions on eigenstates, and `h1` brings in the commutator.

Taking absolute values and squaring yields, for every n,

(e_n − e_o)² |⟨u_n, L u_o⟩|² = t² |⟨u_n, [V, L] u_o⟩|².

Now sum over all n. On the right, Parseval's identity turns the squared components of [V, L] u_o into its squared norm. On the left, the term n = o has zero weight and can be omitted. The result is

Σ_{n≠o} (e_n − e_o)² |⟨u_n, L u_o⟩|² = t² ‖[V, L] u_o‖².

This is `squared_gap_sum_rule`. It needs no gap and holds for any choice of reference state. In the proof, `hterm` is the squared identity, `hzero` removes the reference term, and `sum_sq_norm_inner_right` supplies Parseval's identity.

## Comparing energy denominators

Write d_n = e_n − e_o and a_n = |⟨u_n, L u_o⟩|². For n ≠ o we have d_n ≥ g > 0, hence d_n³ ≥ g³ and

a_n / d_n = d_n² a_n / d_n³ ≤ d_n² a_n / g³.

Summing over n ≠ o and inserting the sum rule proves the upper bound. Lean compares the sums term by term with `Finset.sum_le_sum`. It clears the positive denominators with `div_le_div_iff₀`, which leaves a_n g³ ≤ a_n d_n³, and `pow_le_pow_left₀` provides the comparison of cubes.

The same argument gives a lower bound. If all excitation energies are positive and at most G, then d_n³ ≤ G³, and `le_paramagneticSum` states that

t² ‖[V, L] u_o‖² / G³ ≤ Σ_{n≠o} a_n / d_n.

With a single excited state one may take g = G = d_n, and the two bounds coincide.

## When the paramagnetic sum vanishes, and when the bound is attained

The theorem `paramagneticSum_eq_zero_iff` concerns any orthonormal basis and any real numbers e_n that lie above e_o for n ≠ o. The sum is zero exactly when L u_o = m u_o for some complex number m.

If the sum is zero, each of its terms is zero, because none is negative. Every component ⟨u_n, L u_o⟩ with n ≠ o therefore vanishes, and the expansion

L u_o = Σ_n ⟨u_n, L u_o⟩ u_n

reduces to its term along u_o, with m = ⟨u_o, L u_o⟩. Conversely, if L u_o = m u_o, orthogonality removes every term of the sum. For angular momentum, the paramagnetic sum is thus absent precisely when the reference state has a definite value of L.

The last theorem, `paramagneticSum_le_witness`, gives a two-level example with t = g = 1 and reference index 0. Both H0 and L are the Pauli matrix σx, and V = diag(0, 1) − σx, so that

H = diag(0, 1).

The eigenstates are the standard basis vectors, with energies 0 and 1. Here L u_0 = u_1, so the sum has the single term 1/1 = 1. Also [V, L] u_0 = u_1, which has norm 1, so the right-hand side of the upper bound is 1 as well. The proof computes these two vectors as `hL` and `hC`. It checks Hermiticity and the eigenvalue equation by components, the commutation of σx with itself by `sub_self`, and the gap condition from the two energies. The distortion in this example is not weak, but it shows that no numerical factor below 1 could be placed in front of the general bound.
